# Counting the independent components of the magnetization and of the linear magnetoelectric tensor allowed by a finite magnetic point group

A magnetic point operation is a pair $g=(R,e)$. Here $R$ is a real orthogonal $3\times3$ matrix, proper or improper, and $e=\pm1$, with $e=-1$ when the operation includes time reversal. Pairs multiply componentwise. Matrix indices $i,j,k,l$ run over $0,1,2$, as in Lean's `Fin 3`.

```lean
import Mathlib

open Matrix Module

namespace MagneticPointGroups

noncomputable section
```

The sign $e$ is an integer unit, an element of `ℤˣ`, which contains only $1$ and $-1$.

```lean
/-- A magnetic point operation `(R, e)`: an orthogonal matrix `R` together with a sign `e`,
which is `-1` when the operation includes time reversal. -/
abbrev MagneticOp := Matrix.orthogonalGroup (Fin 3) ℝ × ℤˣ
```

The function `rot` extracts $R$, and `axialSign` is

$$s(g)=e\det R .$$

Both are declared as multiplicative maps, so $s(gh)=s(g)s(h)$ is checked along with the definition.

```lean
/-- The spatial part `R` of a magnetic operation, as a matrix. -/
def rot : MagneticOp →* Matrix (Fin 3) (Fin 3) ℝ where
  toFun g := g.1.1
  map_one' := rfl
  map_mul' _ _ := rfl

/-- The sign `e det(R)` of a magnetic operation. -/
def axialSign : MagneticOp →* ℝ where
  toFun g := ((g.2 : ℤ) : ℝ) * (rot g).det
  map_one' := by simp
  map_mul' g h := by
    rw [map_mul, Matrix.det_mul, Prod.snd_mul, Units.val_mul, Int.cast_mul]
    ring
```

A uniform magnetization $M\in\mathbb R^3$ is an axial vector that is odd under time reversal, so it transforms as $M\mapsto s(g)\,RM$.

```lean
/-- The action `M ↦ e det(R) R M` on magnetizations. -/
def magAct : MagneticOp →* Module.End ℝ (Fin 3 → ℝ) where
  toFun g := axialSign g • Matrix.mulVecLin (rot g)
  map_one' := LinearMap.ext fun v => by
    change axialSign 1 • (rot 1 *ᵥ v) = v
    rw [map_one, map_one, Matrix.one_mulVec, one_smul]
  map_mul' g h := LinearMap.ext fun v => by
    change axialSign (g * h) • (rot (g * h) *ᵥ v)
      = axialSign g • (rot g *ᵥ (axialSign h • (rot h *ᵥ v)))
    rw [map_mul, map_mul, Matrix.mulVec_smul, Matrix.mulVec_mulVec, smul_smul]
```

The static linear magnetoelectric tensor $a$ gives the polarization induced to first order by a magnetic field, $\mathcal P_i=\sum_j a_{ij}H_j$. Since $\mathcal P\mapsto R\mathcal P$ and $H\mapsto s(g)RH$, and since $R^{-1}=R^{\mathsf T}$ and $s(g)^2=1$, the tensor transforms as $a\mapsto s(g)\,RaR^{\mathsf T}$. The code takes both transformation laws as definitions and proves that they respect multiplication. The tensor is an arbitrary real matrix, with no symmetry in its indices.

```lean
/-- The action `a ↦ e det(R) R a Rᵀ` on linear magnetoelectric tensors. -/
def meAct : MagneticOp →* Module.End ℝ (Matrix (Fin 3) (Fin 3) ℝ) where
  toFun g :=
    { toFun := fun a => axialSign g • (rot g * a * (rot g)ᵀ)
      map_add' := fun a b => by
        rw [Matrix.mul_add, Matrix.add_mul, smul_add]
      map_smul' := fun c a => by
        simp only [Matrix.mul_smul, Matrix.smul_mul, RingHom.id_apply]
        exact smul_comm _ _ _ }
  map_one' := LinearMap.ext fun a => by
    change axialSign 1 • (rot 1 * a * (rot 1)ᵀ) = a
    rw [map_one, map_one, Matrix.transpose_one, Matrix.one_mul, Matrix.mul_one, one_smul]
  map_mul' g h := LinearMap.ext fun a => by
    change axialSign (g * h) • (rot (g * h) * a * (rot (g * h))ᵀ)
      = axialSign g • (rot g * (axialSign h • (rot h * a * (rot h)ᵀ)) * (rot g)ᵀ)
    rw [map_mul, map_mul, Matrix.transpose_mul, Matrix.mul_smul, Matrix.smul_mul, smul_smul]
    simp only [Matrix.mul_assoc]
```

For a linear action $\rho$ of the group of all magnetic operations on a real vector space $V$, and a subgroup $G$ of that group, the invariant subspace is

$$V^G=\{v\in V:\rho(g)v=v\ \text{for all } g\in G\}.$$

```lean
/-- The subspace of quantities left unchanged by every operation of the group `G`. -/
def invariants {V : Type*} [AddCommGroup V] [Module ℝ V]
    (ρ : MagneticOp →* Module.End ℝ V) (G : Subgroup MagneticOp) : Submodule ℝ V where
  carrier := {v | ∀ g ∈ G, ρ g v = v}
  zero_mem' := fun g _ => map_zero (ρ g)
  add_mem' := fun {v w} hv hw g hg => by rw [map_add, hv g hg, hw g hg]
  smul_mem' := fun c v hv g hg => by rw [map_smul, hv g hg]
```

Three operations are named: inversion $(-1,1)$, primed inversion $(-1,-1)$ and pure time reversal $(1,-1)$, where the first entry stands for minus or plus the identity matrix.

```lean
/-- Spatial inversion `(-1, 1)`. -/
def inversion : MagneticOp :=
  (⟨-1, (Matrix.mem_orthogonalGroup_iff (Fin 3) ℝ).mpr (by simp)⟩, 1)

/-- Primed inversion `(-1, -1)`: spatial inversion combined with time reversal. -/
def primedInversion : MagneticOp := (inversion.1, -1)

/-- Pure time reversal `(1, -1)`. -/
def timeReversal : MagneticOp := (1, -1)
```

The group $G$ need not be crystallographic. For a crystal it is the point group of the magnetic space group, so time reversal combined with a translation enters as pure time reversal. Spin groups, in which spins rotate independently of the lattice, are not covered. The tensor $a$ is taken to be single-valued. This leaves out the isotropic orbital (axion) coupling of a bulk insulator, which is defined only modulo a quantum, so that a symmetry reversing its sign allows half a quantum as well as zero.

## (a) The dimension as an averaged trace

Let $G$ be finite and $V$ finite-dimensional. Show that

$$\dim V^G=\frac1{|G|}\sum_{g\in G}\operatorname{tr}\rho(g).$$

Put $P=\frac1{|G|}\sum_{g}\rho(g)$. For $h\in G$,

$$\rho(h)P=\frac1{|G|}\sum_g\rho(hg)=P,$$

because $g\mapsto hg$ permutes $G$. Hence $Pv$ is invariant for every $v$. If $v$ is already invariant, all $|G|$ terms equal $v$ and $Pv=v$. So $P$ projects onto $V^G$. In a basis adapted to $V=\operatorname{im}P\oplus\ker P$ it is diagonal, with $\dim V^G$ ones and otherwise zeros, so its trace is the dimension. Linearity of the trace gives the formula.

In Lean, `hP` records the two projector properties, `Equiv.mulLeft` supplies the permutation, and `hP.trace` identifies trace and dimension. The dimension `finrank` is a natural number, read here as a real one.

```lean
/-- For any linear action of the group of all magnetic operations, and any finite subgroup `G` of
that group, the dimension of the subspace invariant under `G` is the group average of the trace. -/
theorem finrank_invariants {V : Type*} [AddCommGroup V] [Module ℝ V] [FiniteDimensional ℝ V]
    (ρ : MagneticOp →* Module.End ℝ V) (G : Subgroup MagneticOp) [Fintype G] :
    (finrank ℝ (invariants ρ G) : ℝ)
      = (Fintype.card G : ℝ)⁻¹ * ∑ g : G, LinearMap.trace ℝ V (ρ g) := by
  have hc : (Fintype.card G : ℝ) ≠ 0 := Nat.cast_ne_zero.mpr Fintype.card_ne_zero
  -- the group average is a projector onto the invariant subspace
  have hP : LinearMap.IsProj (invariants ρ G)
      ((Fintype.card G : ℝ)⁻¹ • ∑ g : G, ρ g) := by
    constructor
    · intro v h hh
      simp only [LinearMap.smul_apply, LinearMap.sum_apply, map_smul, map_sum]
      congr 1
      exact Fintype.sum_equiv (Equiv.mulLeft (⟨h, hh⟩ : G)) _ _ (fun g => by simp [map_mul])
    · intro v hv
      have hv' : ∀ g : G, ρ g v = v := fun g => hv g g.2
      rw [LinearMap.smul_apply, LinearMap.sum_apply, Finset.sum_congr rfl (fun g _ => hv' g),
        Finset.sum_const, Finset.card_univ, ← Nat.cast_smul_eq_nsmul ℝ, smul_smul,
        inv_mul_cancel₀ hc, one_smul]
  rw [← hP.trace, map_smul, map_sum, smul_eq_mul]
```

## (b) The trace on magnetizations

Show that the action on magnetizations has trace

$$\operatorname{tr}(M\mapsto s(g)RM)=s(g)\operatorname{tr}R .$$

In the Cartesian basis the action has matrix $s(g)R$, with diagonal entries $s(g)R_{ii}$. Their sum is the right-hand side. Lean chooses the same basis, `Pi.basisFun`, and writes out the three terms.

```lean
/-- The trace of an operation acting on magnetizations is `e det(R) tr(R)`. -/
theorem trace_magAct (g : MagneticOp) :
    LinearMap.trace ℝ _ (magAct g) = axialSign g * (rot g).trace := by
  rw [LinearMap.trace_eq_matrix_trace ℝ (Pi.basisFun ℝ (Fin 3))]
  simp [Matrix.trace, magAct, Fin.sum_univ_three]
  ring
```

## (c) The trace on magnetoelectric tensors

Show that

$$\operatorname{tr}(a\mapsto s(g)RaR^{\mathsf T})=s(g)(\operatorname{tr}R)^2 .$$

Use the nine matrices $E_{ij}$ that have a single entry $1$ at position $(i,j)$. Then

$$(RE_{ij}R^{\mathsf T})_{kl}=R_{ki}R_{lj}.$$

The diagonal element belonging to $E_{ij}$ is the one with $k=i$, $l=j$, namely $s(g)R_{ii}R_{jj}$. Summing over both indices,

$$s(g)\sum_{i,j}R_{ii}R_{jj}=s(g)\Big(\sum_iR_{ii}\Big)^2 .$$

The basis $E_{ij}$ is `entryBasis`:

```lean
/-- The basis of 3×3 tensors in which the coordinates are the matrix entries. -/
def entryBasis : Module.Basis (Fin 3 × Fin 3) ℝ (Matrix (Fin 3) (Fin 3) ℝ) :=
  Module.Basis.ofEquivFun
    { toFun := fun a p => a p.1 p.2
      invFun := fun f => Matrix.of fun i j => f (i, j)
      map_add' := fun _ _ => rfl
      map_smul' := fun _ _ => rfl
      left_inv := fun _ => rfl
      right_inv := fun _ => rfl }
```

The statement `key` is the formula for the diagonal element, verified for each of the nine index pairs; the remaining lines do the double sum.

```lean
/-- The trace of an operation acting on magnetoelectric tensors is `e det(R) tr(R)²`. -/
theorem trace_meAct (g : MagneticOp) :
    LinearMap.trace ℝ _ (meAct g) = axialSign g * (rot g).trace ^ 2 := by
  -- diagonal element belonging to the tensor component `(i, j)`
  have key : ∀ i j, (LinearMap.toMatrix entryBasis entryBasis (meAct g)).diag (i, j)
      = axialSign g * (rot g i i * rot g j j) := by
    intro i j
    rw [Matrix.diag_apply, LinearMap.toMatrix_apply]
    simp only [entryBasis, Module.Basis.ofEquivFun_repr_apply, Module.Basis.coe_ofEquivFun]
    change axialSign g * (rot g * Matrix.of (fun k l =>
      (Pi.single (i, j) (1 : ℝ) : Fin 3 × Fin 3 → ℝ) (k, l)) * (rot g)ᵀ) i j = _
    fin_cases i <;> fin_cases j <;>
      simp [Matrix.mul_apply, Fin.sum_univ_three, Pi.single_apply]
  rw [LinearMap.trace_eq_matrix_trace ℝ entryBasis, Matrix.trace, Fintype.sum_prod_type]
  simp_rw [key]
  simp only [Matrix.trace, Matrix.diag_apply, Fin.sum_univ_three]
  ring
```

## (d) The number of independent magnetization components

For finite $G$, show that the space of invariant magnetizations has dimension

$$\frac1{|G|}\sum_{(R,e)\in G}e\det(R)\operatorname{tr}(R).$$

Insert the trace from (b) into (a), with $V=\mathbb R^3$ and $s(g)=e\det R$. Lean makes the same substitution.

```lean
/-- The dimension of the space of invariant magnetizations is the group average of
`e det(R) tr(R)`. -/
theorem finrank_magnetization (G : Subgroup MagneticOp) [Fintype G] :
    (finrank ℝ (invariants magAct G) : ℝ)
      = (Fintype.card G : ℝ)⁻¹ * ∑ g : G, axialSign g * (rot g).trace := by
  rw [finrank_invariants]
  simp only [trace_magAct]
```

## (e) The number of independent magnetoelectric components

For finite $G$, show that the space of invariant magnetoelectric tensors has dimension

$$\frac1{|G|}\sum_{(R,e)\in G}e\det(R)\,(\operatorname{tr}R)^2 .$$

Now insert (c) into (a), with $V$ the nine-dimensional space of real $3\times3$ matrices. For an electronic-structure calculation of the static, linear, macroscopic response, this is the number of independent components that the point group permits; it says nothing about their size.

```lean
/-- The dimension of the space of invariant magnetoelectric tensors is the group average of
`e det(R) tr(R)²`. -/
theorem finrank_magnetoelectric (G : Subgroup MagneticOp) [Fintype G] :
    (finrank ℝ (invariants meAct G) : ℝ)
      = (Fintype.card G : ℝ)⁻¹ * ∑ g : G, axialSign g * (rot g).trace ^ 2 := by
  rw [finrank_invariants]
  simp only [trace_meAct]
```

## (f) An operation that reverses everything

Suppose some $g\in G$ satisfies $\rho(g)v=-v$ for all $v\in V$. Show that

$$V^G=\{0\}.$$

An invariant $v$ satisfies $v=\rho(g)v=-v$, so $2v=0$ and $v=0$. Neither $G$ nor the dimension of $V$ has to be finite. Lean writes the zero subspace as `⊥` and follows the same steps in `h2` and `h3`.

```lean
/-- If some operation of the group reverses every quantity of a given kind, then no nonzero
quantity of that kind is invariant. -/
theorem invariants_eq_bot {V : Type*} [AddCommGroup V] [Module ℝ V]
    {ρ : MagneticOp →* Module.End ℝ V} {G : Subgroup MagneticOp} {g : MagneticOp}
    (hg : g ∈ G) (h : ∀ v, ρ g v = -v) : invariants ρ G = ⊥ := by
  rw [Submodule.eq_bot_iff]
  intro v hv
  have h2 : -v = v := (h v).symm.trans (hv g hg)
  have h3 : (2 : ℝ) • v = 0 := by
    calc (2 : ℝ) • v = v + v := two_smul ℝ v
      _ = -v + v := by rw [h2]
      _ = 0 := neg_add_cancel v
  exact (smul_eq_zero.mp h3).resolve_left two_ne_zero
```

## (g) Inversion forbids the linear magnetoelectric effect

Let $G$ contain inversion. Show that an invariant tensor satisfies

$$a=0 .$$

In three dimensions $\det(-1)=(-1)^3=-1$, so $s=1\cdot(-1)=-1$. The two factors $R=-1$ and $R^{\mathsf T}=-1$ cancel, which leaves $a\mapsto-a$, and (f) applies. The sign is `hs` in the code.

```lean
/-- A magnetic group containing inversion has no nonzero invariant magnetoelectric tensor. -/
theorem magnetoelectric_eq_bot_of_inversion (G : Subgroup MagneticOp) (hG : inversion ∈ G) :
    invariants meAct G = ⊥ := by
  refine invariants_eq_bot hG fun a => ?_
  have hs : axialSign inversion = -1 := by
    change (((1 : ℤˣ) : ℤ) : ℝ) * (-1 : Matrix (Fin 3) (Fin 3) ℝ).det = -1
    norm_num [Matrix.det_neg]
  change axialSign inversion • ((-1) * a * (-1)ᵀ) = -a
  rw [hs]
  simp
```

## (h) Primed inversion forbids a magnetization

Let $G$ contain primed inversion. Show that an invariant magnetization satisfies

$$M=0 .$$

Now $s=(-1)(-1)=1$, while $R=-1$ acts once. Hence $M\mapsto-M$, and (f) applies again.

```lean
/-- A magnetic group containing primed inversion has no nonzero invariant magnetization. -/
theorem magnetization_eq_bot_of_primedInversion (G : Subgroup MagneticOp)
    (hG : primedInversion ∈ G) : invariants magAct G = ⊥ := by
  refine invariants_eq_bot hG fun v => ?_
  have hs : axialSign primedInversion = 1 := by
    change (((-1 : ℤˣ) : ℤ) : ℝ) * (-1 : Matrix (Fin 3) (Fin 3) ℝ).det = 1
    norm_num [Matrix.det_neg]
  change axialSign primedInversion • ((-1) *ᵥ v) = -v
  rw [hs, one_smul, Matrix.neg_mulVec, Matrix.one_mulVec]
```

## (i) Pure time reversal forbids both

Let $G$ contain pure time reversal. Show that invariant quantities satisfy

$$M=0\quad\text{and}\quad a=0 .$$

Here $R=1$ and $s=-1$, so $M\mapsto-M$ and $a\mapsto-a$. Applying (f) to each action gives the two halves of the Lean conjunction.

```lean
/-- A magnetic group containing pure time reversal has neither a nonzero invariant
magnetization nor a nonzero invariant magnetoelectric tensor. -/
theorem both_eq_bot_of_timeReversal (G : Subgroup MagneticOp) (hG : timeReversal ∈ G) :
    invariants magAct G = ⊥ ∧ invariants meAct G = ⊥ := by
  have hs : axialSign timeReversal = -1 := by
    change (((-1 : ℤˣ) : ℤ) : ℝ) * (1 : Matrix (Fin 3) (Fin 3) ℝ).det = -1
    norm_num
  refine ⟨invariants_eq_bot hG fun v => ?_, invariants_eq_bot hG fun a => ?_⟩
  · change axialSign timeReversal • (1 *ᵥ v) = -v
    rw [hs, Matrix.one_mulVec, neg_smul, one_smul]
  · change axialSign timeReversal • (1 * a * 1ᵀ) = -a
    rw [hs]
    simp
```

## (j) What the two inversions leave free

Show that the group generated by inversion and the group generated by primed inversion satisfy, respectively,

$$\dim\{\text{invariant }M\}=3,\qquad \dim\{\text{invariant }a\}=9 .$$

Under inversion $s=-1$ and $R=-1$, so $M\mapsto(-1)(-1)M=M$. Under primed inversion $s=1$ and the two factors of $R$ cancel, so $a\mapsto a$. In each case the generator acts as the identity, hence so does the whole group, and every vector or tensor is invariant. Thus inversion, which excludes the magnetoelectric tensor, puts no restriction on the magnetization, and primed inversion does the reverse.

In Lean, `Subgroup.zpowers` is the group generated by one element. The auxiliary statement `top` notes that a generator in the kernel of the action takes its whole group into the kernel, so the invariant subspace is the full space `⊤`. The dimensions of $\mathbb R^3$ and of the matrix space then finish the count, without the averages of (d) and (e).

```lean
/-- The group generated by inversion has a three-dimensional space of invariant magnetizations,
and the group generated by primed inversion a nine-dimensional space of invariant
magnetoelectric tensors. -/
theorem finrank_inversion_groups :
    finrank ℝ (invariants magAct (Subgroup.zpowers inversion)) = 3 ∧
      finrank ℝ (invariants meAct (Subgroup.zpowers primedInversion)) = 9 := by
  -- a generator that acts trivially leaves everything invariant
  have top : ∀ {V : Type} [AddCommGroup V] [Module ℝ V] (ρ : MagneticOp →* Module.End ℝ V)
      (x : MagneticOp), ρ x = 1 → invariants ρ (Subgroup.zpowers x) = ⊤ := by
    intro V _ _ ρ x hx
    rw [Submodule.eq_top_iff']
    intro v g hg
    have hk : g ∈ ρ.ker := (Subgroup.zpowers_le.mpr (MonoidHom.mem_ker.mpr hx)) hg
    rw [MonoidHom.mem_ker.mp hk]
    rfl
  constructor
  · have hs : axialSign inversion = -1 := by
      change (((1 : ℤˣ) : ℤ) : ℝ) * (-1 : Matrix (Fin 3) (Fin 3) ℝ).det = -1
      norm_num [Matrix.det_neg]
    rw [top magAct inversion (LinearMap.ext fun v => by
      change axialSign inversion • ((-1) *ᵥ v) = v
      rw [hs, Matrix.neg_mulVec, Matrix.one_mulVec, neg_smul, one_smul, neg_neg]), finrank_top]
    simp
  · have hs : axialSign primedInversion = 1 := by
      change (((-1 : ℤˣ) : ℤ) : ℝ) * (-1 : Matrix (Fin 3) (Fin 3) ℝ).det = 1
      norm_num [Matrix.det_neg]
    rw [top meAct primedInversion (LinearMap.ext fun a => by
      change axialSign primedInversion • ((-1) * a * (-1)ᵀ) = a
      rw [hs]
      simp), finrank_top]
    simp [Module.finrank_matrix]

end

end MagneticPointGroups
```

```lean
#print axioms MagneticPointGroups.finrank_magnetization
#print axioms MagneticPointGroups.magnetization_eq_bot_of_primedInversion
#print axioms MagneticPointGroups.both_eq_bot_of_timeReversal
#print axioms MagneticPointGroups.finrank_inversion_groups
```

```
'MagneticPointGroups.finrank_magnetization' depends on axioms: [propext, Classical.choice, Quot.sound]
'MagneticPointGroups.magnetization_eq_bot_of_primedInversion' depends on axioms: [propext, Classical.choice, Quot.sound]
'MagneticPointGroups.both_eq_bot_of_timeReversal' depends on axioms: [propext, Classical.choice, Quot.sound]
'MagneticPointGroups.finrank_inversion_groups' depends on axioms: [propext, Classical.choice, Quot.sound]
```
